# Halmos dilation: a complex square matrix is a block of a unitary on one extra qubit exactly when it is a contraction

One way for a quantum algorithm to apply a non-unitary matrix to a register is to divide the matrix by a positive number and place it in a block of a unitary that acts on the register and an ancilla. The matrix may be, for example, a Hamiltonian in a finite basis. The problems below settle which matrices fit into such a block when the ancilla is one qubit, and how large the divisor must be. All spaces are finite-dimensional, so a molecular Hamiltonian enters only after truncation to a finite basis.

## Amplitudes, blocks and the ancilla

The basis states of the system are labelled by a finite set `n` of any size, which need not be a power of two. An operator is a `Matrix n n ℂ`, `A *ᵥ x` is the matrix applied to a vector, and `Aᴴ` is the adjoint, written \(A^\dagger\) here.

```lean
import Mathlib

open Matrix
open scoped ComplexOrder MatrixOrder

namespace HalmosDilation

noncomputable section

variable {n : Type*} [Fintype n] [DecidableEq n]
```

A state vector is its list of amplitudes and need not be normalised. Its length is \(\|x\|=\sqrt{\sum_i|x_i|^2}\). The code asks for this Euclidean norm explicitly, because Lean's default norm on functions is the largest \(|x_i|\).

```lean
/-- The Euclidean norm of a state vector given by its complex amplitudes. -/
def vecNorm (x : n → ℂ) : ℝ := ‖(WithLp.toLp 2 x : EuclideanSpace ℂ n)‖
```

A contraction never lengthens a vector. Equality is allowed, so unitaries are contractions, unlike in the fixed-point theorem that uses the same word.

```lean
/-- A contraction: a matrix that never increases the norm of a vector. -/
def IsContraction (A : Matrix n n ℂ) : Prop := ∀ x, vecNorm (A *ᵥ x) ≤ vecNorm x
```

The defect operator is \(D_A=\sqrt{1-A^\dagger A}\). Lean defines it for every matrix, but it has its intended meaning only when \(A\) is a contraction.

```lean
/-- The defect operator `√(1 - Aᴴ A)` of a contraction `A`. -/
def defect (A : Matrix n n ℂ) : Matrix n n ℂ := CFC.sqrt (1 - Aᴴ * A)
```

The Halmos matrix acts on two copies of the system space, whose basis is the disjoint union `n ⊕ n`.

```lean
/-- The Halmos matrix of a contraction `A`, with rows `(A, √(1 - A Aᴴ))` and
`(√(1 - Aᴴ A), -Aᴴ)`. -/
def halmos (A : Matrix n n ℂ) : Matrix (n ⊕ n) (n ⊕ n) ℂ :=
  fromBlocks A (defect Aᴴ) (defect A) (-Aᴴ)
```

With an ancilla qubit the basis states are pairs \((q,i)\), where \(q\in\{0,1\}\) is the ancilla value and \(i\) labels the system. The next map sends \((0,i)\) to the first copy of \(i\) and \((1,i)\) to the second.

```lean
/-- The basis states of an ancilla qubit and a system, sorted into two copies of the system
basis: ancilla 0 is the first copy, ancilla 1 the second. -/
def ancillaEquiv (n : Type*) : Fin 2 × n ≃ n ⊕ n where
  toFun p := if p.1 = 0 then Sum.inl p.2 else Sum.inr p.2
  invFun := Sum.elim (fun i => (0, i)) (fun i => (1, i))
  left_inv := by
    rintro ⟨q, i⟩
    fin_cases q <;> simp
  right_inv := by
    rintro (i | i) <;> simp
```

## (a) Contractions and the loss of squared norm

Show that \(A\) is a contraction if and only if

\[1-A^\dagger A\ge 0 .\]

For every \(x\), the quadratic form of this matrix is

\[x^\dagger(1-A^\dagger A)x=x^\dagger x-(Ax)^\dagger(Ax)=\|x\|^2-\|Ax\|^2 .\]

The matrix is Hermitian, so it is positive semidefinite exactly when the right-hand side is nonnegative for all \(x\). Since norms are nonnegative, \(\|Ax\|^2\le\|x\|^2\) is the same as \(\|Ax\|\le\|x\|\).

In the proof, `hsq` is \(x^\dagger x=\|x\|^2\), `key` is the displayed equation, and the last line passes from squares to norms.

```lean
/-- A matrix `A` is a contraction exactly when `1 - Aᴴ A` is positive semidefinite. -/
theorem isContraction_iff (A : Matrix n n ℂ) :
    IsContraction A ↔ (1 - Aᴴ * A).PosSemidef := by
  have hsq : ∀ x : n → ℂ, star x ⬝ᵥ x = ((vecNorm x ^ 2 : ℝ) : ℂ) := by
    intro x
    rw [vecNorm, EuclideanSpace.norm_sq_eq]
    push_cast
    exact Finset.sum_congr rfl fun i _ => Complex.conj_mul' (x i)
  -- the quadratic form of `1 - Aᴴ A` is the loss of squared norm
  have key : ∀ x : n → ℂ, star x ⬝ᵥ ((1 - Aᴴ * A) *ᵥ x)
      = ((vecNorm x ^ 2 - vecNorm (A *ᵥ x) ^ 2 : ℝ) : ℂ) := by
    intro x
    rw [sub_mulVec, one_mulVec, dotProduct_sub, ← mulVec_mulVec,
      Matrix.dotProduct_mulVec, ← star_mulVec, hsq, hsq, Complex.ofReal_sub]
  have hherm : (1 - Aᴴ * A).IsHermitian := by
    simp [Matrix.IsHermitian, conjTranspose_sub, conjTranspose_mul]
  rw [posSemidef_iff_dotProduct_mulVec, and_iff_right hherm]
  refine forall_congr' fun x => ?_
  rw [key, Complex.zero_le_real, sub_nonneg]
  exact (sq_le_sq₀ (norm_nonneg _) (norm_nonneg _)).symm
```

## (b) The adjoint of a contraction

Let \(A\) be a contraction. Show that \(A^\dagger\) is one too, that is,

\[\|A^\dagger x\|\le\|x\|\quad\text{for all }x .\]

By (a), it is enough that \(1-AA^\dagger\ge0\). Put \(P=AA^\dagger\). Then \((1-P)^2=1-2P+P^2\) and \(A(1-A^\dagger A)A^\dagger=P-P^2\), so

\[1-AA^\dagger=(1-AA^\dagger)^2+A(1-A^\dagger A)A^\dagger .\]

The first term is the square of a Hermitian matrix. The second has the form \(AMA^\dagger\) with \(M\ge0\). Both are positive semidefinite, and so is their sum.

In Lean, `h1` and `h2` are the positivity of the two terms, and `h4` is the identity, which `noncomm_ring` checks by expanding the products without commuting any factors.

```lean
/-- The adjoint of a contraction is a contraction. -/
theorem IsContraction.adjoint {A : Matrix n n ℂ} (hA : IsContraction A) :
    IsContraction Aᴴ := by
  rw [isContraction_iff] at hA ⊢
  have h1 := posSemidef_conjTranspose_mul_self (1 - A * Aᴴ)
  have h2 := hA.mul_mul_conjTranspose_same A
  have h3 : (1 - A * Aᴴ)ᴴ = 1 - A * Aᴴ := by
    simp [conjTranspose_sub, conjTranspose_mul]
  rw [h3] at h1
  have h4 : 1 - Aᴴᴴ * Aᴴ
      = (1 - A * Aᴴ) * (1 - A * Aᴴ) + A * (1 - Aᴴ * A) * Aᴴ := by
    rw [conjTranspose_conjTranspose]
    noncomm_ring
  rw [h4]
  exact h1.add h2
```

## (c) From intertwined squares to intertwined roots

Let \(D,E\ge0\) and \(AD^2=E^2A\). Show that

\[AD=EA .\]

Put \(X=AD-EA\). The mixed terms cancel:

\[EX+XD=EAD-E^2A+AD^2-EAD=AD^2-E^2A=0 .\]

Multiply by \(X^\dagger\) from the left, take the trace, and use its cyclicity:

\[\operatorname{tr}(X^\dagger EX)+\operatorname{tr}(XDX^\dagger)=0 .\]

Both traces are nonnegative, so both vanish. Write \(D=S^2\) with \(S=S^\dagger\). Then

\[0=\operatorname{tr}(XDX^\dagger)=\operatorname{tr}\big((XS)(XS)^\dagger\big),\]

which is the sum of the squared moduli of the entries of \(XS\). Hence \(XS=0\), then \(XD=XSS=0\), and \(EX=-XD=0\). Since \(X^\dagger=DA^\dagger-A^\dagger E\),

\[\operatorname{tr}(X^\dagger X)=\operatorname{tr}(A^\dagger XD)-\operatorname{tr}(A^\dagger EX)=0,\]

and therefore \(X=0\).

The Lean proof takes the same route: `h0` is \(EX+XD=0\), `hsum` says that the two traces add up to zero, and `hXS`, `hXD`, `hEX` and `hXX` are the vanishing expressions in the order above.

```lean
/-- If `D` and `E` are positive semidefinite and `A` intertwines their squares,
`A D² = E² A`, then it intertwines `D` and `E` themselves. -/
theorem intertwine {A D E : Matrix n n ℂ} (hD : D.PosSemidef) (hE : E.PosSemidef)
    (h : A * (D * D) = E * E * A) : A * D = E * A := by
  obtain ⟨X, hX⟩ : ∃ X, X = A * D - E * A := ⟨_, rfl⟩
  have h0 : E * X + X * D = 0 := by
    have h' : E * X + X * D = A * (D * D) - E * E * A := by
      rw [hX]
      noncomm_ring
    rw [h', h, sub_self]
  -- two nonnegative traces add up to zero, so each vanishes
  have hsum : (Xᴴ * E * X).trace + (X * D * Xᴴ).trace = 0 := by
    rw [trace_mul_comm (X * D) Xᴴ, ← trace_add, Matrix.mul_assoc, ← Matrix.mul_add, h0,
      Matrix.mul_zero, trace_zero]
  have htr : (X * D * Xᴴ).trace = 0 :=
    ((add_eq_zero_iff_of_nonneg (hE.conjTranspose_mul_mul_same X).trace_nonneg
      (hD.mul_mul_conjTranspose_same X).trace_nonneg).1 hsum).2
  -- with `D = S S` this trace is the squared size of `X S`
  obtain ⟨S, hS, hSS⟩ : ∃ S : Matrix n n ℂ, Sᴴ = S ∧ S * S = D :=
    ⟨CFC.sqrt D, (Matrix.nonneg_iff_posSemidef.1 (CFC.sqrt_nonneg D)).1,
      CFC.sqrt_mul_sqrt_self D (Matrix.nonneg_iff_posSemidef.2 hD)⟩
  have hXS : X * S = 0 := by
    apply trace_mul_conjTranspose_self_eq_zero_iff.1
    rw [conjTranspose_mul, hS, ← htr, ← hSS]
    simp only [Matrix.mul_assoc]
  have hXD : X * D = 0 := by
    rw [← hSS, ← Matrix.mul_assoc, hXS, Matrix.zero_mul]
  have hEX : E * X = 0 := by
    rw [hXD, add_zero] at h0
    exact h0
  have hXX : (Xᴴ * X).trace = 0 := by
    have hXh : Xᴴ = D * Aᴴ - Aᴴ * E := by
      rw [hX, conjTranspose_sub, conjTranspose_mul, conjTranspose_mul, hD.1.eq, hE.1.eq]
    rw [hXh, Matrix.sub_mul, Matrix.mul_assoc, Matrix.mul_assoc, hEX, Matrix.mul_zero,
      sub_zero, trace_mul_comm, Matrix.mul_assoc, hXD, Matrix.mul_zero, trace_zero]
  have hX0 : X = 0 := trace_conjTranspose_mul_self_eq_zero_iff.1 hXX
  exact sub_eq_zero.1 (hX.symm.trans hX0)
```

## (d) The square of the defect operator

For a contraction \(A\), show that

\[D_A\ge0,\qquad D_A^2=1-A^\dagger A .\]

By (a), \(1-A^\dagger A\) has an orthonormal eigenbasis \(v_k\) with eigenvalues \(\lambda_k\ge0\). Its square root is \(D_A=\sum_k\sqrt{\lambda_k}\,v_kv_k^\dagger\). The eigenvalues of \(D_A\) are nonnegative, and orthonormality gives \(D_A^2=\sum_k\lambda_kv_kv_k^\dagger=1-A^\dagger A\).

Lean's `CFC.sqrt` is this square root, taken through the functional calculus. The two library facts used are that it is nonnegative and that it squares back to a nonnegative argument.

```lean
/-- The defect operator of a contraction `A` is positive semidefinite and squares to
`1 - Aᴴ A`. -/
theorem defect_spec {A : Matrix n n ℂ} (hA : IsContraction A) :
    (defect A).PosSemidef ∧ defect A * defect A = 1 - Aᴴ * A :=
  ⟨Matrix.nonneg_iff_posSemidef.1 (CFC.sqrt_nonneg _),
    CFC.sqrt_mul_sqrt_self _ (Matrix.nonneg_iff_posSemidef.2 ((isContraction_iff A).1 hA))⟩
```

## (e) Unitarity of the Halmos matrix

Let \(A\) be a contraction, and write \(D=D_A\) and \(E=D_{A^\dagger}\). Show that

\[U=\begin{pmatrix}A&E\\D&-A^\dagger\end{pmatrix}\quad\text{satisfies}\quad U^\dagger U=1 .\]

Since \(D\) and \(E\) are Hermitian, block multiplication gives

\[U^\dagger U=\begin{pmatrix}A^\dagger A+D^2&A^\dagger E-DA^\dagger\\EA-AD&E^2+AA^\dagger\end{pmatrix}.\]

By (b) and (d), \(D^2=1-A^\dagger A\) and \(E^2=1-AA^\dagger\), so the diagonal blocks are 1. Moreover

\[AD^2=A-AA^\dagger A=E^2A,\]

and (c) gives \(AD=EA\). Its adjoint is \(DA^\dagger=A^\dagger E\), so the off-diagonal blocks vanish. For a finite square matrix, \(U^\dagger U=1\) also implies \(UU^\dagger=1\).

The statement `halmos A ∈ unitaryGroup (n ⊕ n) ℂ` says that \(U\) is unitary. The facts `hAD` and `hDA` are the two intertwining relations, and the four bullets at the end are the four blocks.

```lean
/-- The Halmos matrix of a contraction is unitary. -/
theorem halmos_unitary {A : Matrix n n ℂ} (hA : IsContraction A) :
    halmos A ∈ unitaryGroup (n ⊕ n) ℂ := by
  obtain ⟨hD, hD2⟩ := defect_spec hA
  obtain ⟨hE, hE2⟩ := defect_spec hA.adjoint
  rw [conjTranspose_conjTranspose] at hE2
  have hAD : A * defect A = defect Aᴴ * A := by
    apply intertwine hD hE
    rw [hD2, hE2]
    noncomm_ring
  have hDA : defect A * Aᴴ = Aᴴ * defect Aᴴ := by
    have h := congrArg conjTranspose hAD
    rwa [conjTranspose_mul, conjTranspose_mul, hD.1.eq, hE.1.eq] at h
  rw [mem_unitaryGroup_iff', star_eq_conjTranspose, halmos, fromBlocks_conjTranspose,
    fromBlocks_multiply, hD.1.eq, hE.1.eq, conjTranspose_neg, conjTranspose_conjTranspose,
    ← fromBlocks_one]
  refine fromBlocks_inj.2 ⟨?_, ?_, ?_, ?_⟩
  · rw [hD2, add_sub_cancel]
  · rw [Matrix.mul_neg, hDA, add_neg_cancel]
  · rw [Matrix.neg_mul, hAD, add_neg_cancel]
  · rw [hE2, neg_mul_neg, sub_add_cancel]
```

## (f) Which matrices are corners of unitaries

Show that the following are equivalent:

\[A=U_{11}\ \text{for some unitary }U=\begin{pmatrix}U_{11}&U_{12}\\U_{21}&U_{22}\end{pmatrix}\iff\|Ax\|\le\|x\|\ \text{for all }x .\]

Here all four blocks have the size of \(A\). If \(A\) is a contraction, the matrix in (e) is such a unitary. Conversely, let \(U\) be unitary with \(U_{11}=A\), and put \(C=U_{21}\). The first diagonal block of \(U^\dagger U=1\) reads \(A^\dagger A+C^\dagger C=1\), so

\[1-A^\dagger A=C^\dagger C\ge0,\]

and \(A\) is a contraction by (a).

`U.toBlocks₁₁` is the upper-left block. The first bullet of the proof extracts the diagonal block of \(U^\dagger U=1\), and the second supplies the Halmos matrix.

```lean
/-- **Halmos dilation.** A complex `n` by `n` matrix is the upper-left block of some `2n` by
`2n` unitary matrix if and only if it is a contraction. -/
theorem halmos_dilation (A : Matrix n n ℂ) :
    (∃ U ∈ unitaryGroup (n ⊕ n) ℂ, U.toBlocks₁₁ = A) ↔ IsContraction A := by
  constructor
  · rintro ⟨U, hU, rfl⟩
    -- the first diagonal block of `Uᴴ U = 1`
    rw [mem_unitaryGroup_iff', star_eq_conjTranspose, ← fromBlocks_toBlocks U,
      fromBlocks_conjTranspose, fromBlocks_multiply, ← fromBlocks_one] at hU
    have h := (fromBlocks_inj.1 hU).1
    rw [isContraction_iff, ← h, add_sub_cancel_left]
    exact posSemidef_conjTranspose_mul_self _
  · intro hA
    exact ⟨halmos A, halmos_unitary hA, toBlocks_fromBlocks₁₁ _ _ _ _⟩
```

## (g) One ancilla qubit

Show that \(A\) is a contraction if and only if there is a unitary \(U\) on one qubit and the system with

\[U_{(0,i),(0,j)}=A_{ij}\quad\text{for all }i,j .\]

Sort the basis states \((q,i)\) by the value of \(q\). This is a permutation of the basis, so it turns unitaries into unitaries, and it makes the entries with ancilla value 0 on both sides the upper-left block. The claim is then (f).

In Lean, `submatrix` with `ancillaEquiv` performs the relabelling, once in each direction. The ancilla is the first factor of `Fin 2 × n`.

```lean
/-- One ancilla qubit suffices: `A` is a contraction if and only if some unitary on qubit and
system has `A` as its block between ancilla state 0 and ancilla state 0. -/
theorem one_ancilla_qubit (A : Matrix n n ℂ) :
    (∃ U ∈ unitaryGroup (Fin 2 × n) ℂ, ∀ i j, U (0, i) (0, j) = A i j) ↔
      IsContraction A := by
  rw [← halmos_dilation]
  constructor
  · rintro ⟨U, hU, h⟩
    refine ⟨U.submatrix (ancillaEquiv n).symm (ancillaEquiv n).symm, ?_, ?_⟩
    · rw [mem_unitaryGroup_iff, star_eq_conjTranspose] at hU ⊢
      rw [conjTranspose_submatrix, submatrix_mul_equiv, hU, submatrix_one_equiv]
    · ext i j
      exact h i j
  · rintro ⟨U, hU, rfl⟩
    refine ⟨U.submatrix (ancillaEquiv n) (ancillaEquiv n), ?_, fun i j => rfl⟩
    rw [mem_unitaryGroup_iff, star_eq_conjTranspose] at hU ⊢
    rw [conjTranspose_submatrix, submatrix_mul_equiv, hU, submatrix_one_equiv]
```

## (h) The scale of a block encoding

Let \(\alpha>0\). Show that there is a unitary \(U\) on one qubit and the system with \(A_{ij}=\alpha\,U_{(0,i),(0,j)}\) for all \(i,j\) if and only if

\[\|Ax\|\le\alpha\|x\|\quad\text{for all }x .\]

Apply (g) to \(\alpha^{-1}A\). The condition on the entries becomes \(U_{(0,i),(0,j)}=\alpha^{-1}A_{ij}\), and the contraction condition becomes \(\alpha^{-1}\|Ax\|\le\|x\|\). Multiplying each by \(\alpha\) gives the two sides of the claim.

In the proof, `hscale` rewrites the contraction condition, and the closing lines rewrite the entries.

```lean
/-- Block encoding: for a scale `α > 0`, the matrix `A` is `α` times the ancilla-0 block of a
unitary on one qubit and the system if and only if `‖A x‖ ≤ α ‖x‖` for every vector `x`. -/
theorem block_encoding (A : Matrix n n ℂ) {α : ℝ} (hα : 0 < α) :
    (∃ U ∈ unitaryGroup (Fin 2 × n) ℂ, ∀ i j, A i j = α * U (0, i) (0, j)) ↔
      ∀ x, vecNorm (A *ᵥ x) ≤ α * vecNorm x := by
  have hα' : (α : ℂ) ≠ 0 := Complex.ofReal_ne_zero.2 hα.ne'
  have hscale : IsContraction ((α : ℂ)⁻¹ • A) ↔
      ∀ x, vecNorm (A *ᵥ x) ≤ α * vecNorm x := by
    refine forall_congr' fun x => ?_
    have hx : vecNorm (((α : ℂ)⁻¹ • A) *ᵥ x) = α⁻¹ * vecNorm (A *ᵥ x) := by
      rw [smul_mulVec, vecNorm, WithLp.toLp_smul, norm_smul, norm_inv, Complex.norm_real,
        Real.norm_of_nonneg hα.le, vecNorm]
    rw [hx, inv_mul_le_iff₀ hα]
  rw [← hscale, ← one_ancilla_qubit]
  refine exists_congr fun U => and_congr_right fun _ =>
    forall_congr' fun i => forall_congr' fun j => ?_
  rw [Matrix.smul_apply, smul_eq_mul, eq_inv_mul_iff_mul_eq₀ hα']
  exact eq_comm

end

end HalmosDilation
```

```lean
#print axioms HalmosDilation.halmos_dilation
#print axioms HalmosDilation.block_encoding
```

```
'HalmosDilation.halmos_dilation' depends on axioms: [propext, Classical.choice, Quot.sound]
'HalmosDilation.block_encoding' depends on axioms: [propext, Classical.choice, Quot.sound]
```

For a nonzero matrix, the smallest admissible \(\alpha\) is thus its largest singular value, which for a Hermitian Hamiltonian is the largest \(|\text{eigenvalue}|\). If the ancilla starts in state 0 and the system in \(x\ne0\), measuring the ancilla after \(U\) gives 0 with probability \(\|Ax\|^2/(\alpha^2\|x\|^2)\). When \(Ax\neq0\), that outcome leaves the system in the normalised state \(Ax/\|Ax\|\). For such an \(x\), a larger scale makes the outcome 0 less likely.

In quantum simulation, this criterion decides whether a finite matrix has a one-ancilla block encoding at a given scale. When it does, the Halmos matrix of \(\alpha^{-1}A\), relabelled as in (g), is such a \(U\). Running it on a gate-based device also takes a decomposition of \(U\) into gates, and the theorems put no bound on their number.
